# Pair-distance backflow leaves the translation phase of a plane-wave determinant unchanged

## A Fermi fluid with displaced coordinates

A homogeneous fluid of identical fermions has a simple trial wavefunction: a determinant of plane waves, with total momentum equal to the sum of the occupied momenta. Backflow modifies it, with the aim of describing correlations between interacting particles better, by evaluating each plane wave at a displaced position that depends on where all the other particles are. The orbitals are then no longer functions of one particle each, and one may ask whether the state is still antisymmetric and still has a definite total momentum.

Let the particles be labelled by i in a finite set, with positions r_i in ℝ^d, and let η be any real function of a real variable. The backflow coordinates are

x_i = r_i + Σ_j η(‖r_i − r_j‖)(r_i − r_j),

where the term j = i is zero. Write I for the imaginary unit, since i is a label. Given one wavevector k_j per particle, set

D(r) = det[exp(I⟨k_j, x_i⟩)],  K = Σ_j k_j.

The claim is that D is antisymmetric, and that shifting every particle by the same vector a multiplies it by exp(I⟨K, a⟩). Changing η therefore leaves the total momentum the same, as long as D does not vanish identically. The result is for a single determinant in unbounded space, where D is not normalisable; the periodic cells used in variational Monte Carlo for homogeneous fluids are not treated here.

## Relabelling, translation and the momentum eigenvalue

**Antisymmetry.** Let σ be a permutation and put r'_i = r_σ(i). Then

x'_i = r_σ(i) + Σ_j η(‖r_σ(i) − r_σ(j)‖)(r_σ(i) − r_σ(j)) = x_σ(i),

because σ(j) runs over all particles when j does. The rows of the matrix are permuted by σ, so D(r') = sgn(σ) D(r).

**Translation.** A common shift leaves every difference r_i − r_j alone, so x_i becomes x_i + a. Each matrix entry changes as

exp(I⟨k_j, x_i + a⟩) = exp(I⟨k_j, a⟩) exp(I⟨k_j, x_i⟩).

The new factor depends only on the column j. Taking it out of each column gives

D(r + a) = Π_j exp(I⟨k_j, a⟩) D(r) = exp(I⟨K, a⟩) D(r).

**Momentum.** Replace a by ta and differentiate at t = 0:

d/dt D(r + ta) = I⟨K, a⟩ D(r).

For a unit vector a, the component of the total momentum along a acts on D as −Iℏ d/dt at t = 0, so its eigenvalue is ℏ⟨K, a⟩, provided that D is not identically zero (as it is, for example, when two wavevectors coincide). No smoothness of η is needed, since its arguments stay constant during a common translation. If D(r) ≠ 0 and a vector q satisfies the same translation law at r, comparing derivatives gives ⟨q, a⟩ = ⟨K, a⟩ for every a, hence q = K.

**Centre of mass.** Let S be the double sum of all displacements. Exchanging the names i and j reverses each difference, so S = −S and S = 0. Therefore Σ_i x_i = Σ_i r_i.

**Two particles.** Label them 0 and 1, and put R = (r_0 + r_1)/2, s = r_0 − r_1 and c = 1/2 + η(‖s‖). Then x_0 = R + cs and x_1 = R − cs, and

D = exp(I⟨k_0 + k_1, R⟩) [exp(Ic⟨k_0 − k_1, s⟩) − exp(−Ic⟨k_0 − k_1, s⟩)]
  = exp(I⟨k_0 + k_1, R⟩) · 2I sin(c⟨k_0 − k_1, s⟩).

Backflow changes only the relative motion.

## Positions, plane waves and the determinant in Lean

```lean
import Mathlib

open Finset

namespace BackflowMomentum

noncomputable section

variable {V : Type*} [NormedAddCommGroup V] [InnerProductSpace ℝ V]
variable {ι : Type*} [Fintype ι]
```

The space `V` is any real inner product space, which includes ℝ^d, and `ι` is the finite set of particle labels. Positions and wavevectors are both functions `ι → V`, so there are as many orbitals as particles.

```lean
/-- The backflow coordinate of particle `i`: its position plus a sum of pair displacements
along `r i - r j`, weighted by a function `η` of the distance. -/
def backflow (η : ℝ → ℝ) (r : ι → V) (i : ι) : V :=
  r i + ∑ j, η ‖r i - r j‖ • (r i - r j)
```

One function `η` serves all pairs and depends only on their distance. It is otherwise arbitrary.

```lean
/-- The plane wave `exp(i⟨k, x⟩)` with wavevector `k`. -/
def planeWave (k x : V) : ℂ :=
  Complex.exp (Complex.I * ((inner ℝ k x : ℝ) : ℂ))
```

In the docstrings for phases and derivatives, i stands for the imaginary unit, which is `Complex.I` in the code. The real inner product is cast to a complex number before exponentiation. Wavevectors are used rather than momenta, so ℏ does not appear.

```lean
/-- The determinant of plane waves with wavevectors `k j`, evaluated at the backflow
coordinates of the particles. -/
def backflowDet [DecidableEq ι] (η : ℝ → ℝ) (k r : ι → V) : ℂ :=
  Matrix.det (Matrix.of fun i j => planeWave (k j) (backflow η r i) : Matrix ι ι ℂ)
```

Rows belong to particles and columns to wavevectors. The usual constant prefactor 1/√N! for N particles is omitted; it would multiply both sides of every relation below equally. The model describes fermions of one spin species in free space, without a Jastrow factor. In a periodic simulation cell the wavevectors are discrete and the displacements have to respect the periodicity, for example through nearest images or sums over images, so the backflow map would need its own definition.

## Phases and their derivatives

```lean
/-- Shifting the argument of a plane wave by `a` multiplies it by the phase `exp(i⟨k, a⟩)`. -/
theorem planeWave_add (k x a : V) :
    planeWave k (x + a) = planeWave k x * planeWave k a := by
  unfold planeWave
  rw [inner_add_right, Complex.ofReal_add, mul_add, Complex.exp_add]
```

This is the splitting of the exponential used for each matrix entry.

```lean
/-- Along the direction `a`, the plane wave with wavevector `q` has derivative `i⟨q, a⟩`
at the origin. -/
theorem hasDerivAt_planeWave (q a : V) :
    HasDerivAt (fun t : ℝ => planeWave q (t • a))
      (Complex.I * ((inner ℝ q a : ℝ) : ℂ)) 0 := by
  have h : HasDerivAt (fun t : ℝ => Complex.I * ((t * inner ℝ q a : ℝ) : ℂ))
      (Complex.I * ((inner ℝ q a : ℝ) : ℂ)) 0 := by
    have h1 := ((hasDerivAt_id (0 : ℝ)).mul_const (inner ℝ q a)).ofReal_comp.const_mul Complex.I
    simpa using h1
  simpa [planeWave, real_inner_smul_right] using h.cexp
```

`HasDerivAt f f' 0` says that `f` is differentiable at 0 with derivative `f'`. The proof differentiates the linear exponent first and then applies the chain rule through `h.cexp`; the exponential itself equals 1 at the origin.

## How the backflow map responds to relabelling and shifts

```lean
/-- Relabelling the particles relabels their backflow coordinates in the same way. -/
theorem backflow_perm (η : ℝ → ℝ) (r : ι → V) (σ : Equiv.Perm ι) (i : ι) :
    backflow η (fun l => r (σ l)) i = backflow η r (σ i) := by
  have h := Equiv.sum_comp σ (fun j => η ‖r (σ i) - r j‖ • (r (σ i) - r j))
  exact congrArg (fun v => r (σ i) + v) h
```

`Equiv.sum_comp` is the change of summation label from j to σ(j).

```lean
/-- Shifting all particles by `a` shifts every backflow coordinate by `a`. -/
theorem backflow_translate (η : ℝ → ℝ) (r : ι → V) (a : V) (i : ι) :
    backflow η (fun l => r l + a) i = backflow η r i + a := by
  simp only [backflow, add_sub_add_right_eq_sub]
  abel
```

The simplification step cancels `a` in every difference, and `abel` rearranges what is left.

```lean
/-- The backflow coordinates have the same sum as the particle positions. -/
theorem sum_backflow (η : ℝ → ℝ) (r : ι → V) :
    ∑ i, backflow η r i = ∑ i, r i := by
  have key : ∀ v : V, v = -v → v = 0 := fun v hv => by
    linear_combination (norm := module) (1 / 2 : ℝ) • hv
  -- exchanging the two members of each pair reverses the displacement
  have h : ∑ i, ∑ j, η ‖r i - r j‖ • (r i - r j)
      = -∑ i, ∑ j, η ‖r i - r j‖ • (r i - r j) := by
    conv_lhs => rw [Finset.sum_comm]
    simp only [← Finset.sum_neg_distrib]
    refine Finset.sum_congr rfl fun i _ => Finset.sum_congr rfl fun j _ => ?_
    rw [norm_sub_rev (r j) (r i), ← smul_neg, neg_sub]
  simp only [backflow, Finset.sum_add_distrib]
  rw [key _ h, add_zero]
```

Here `h` is the statement S = −S, obtained by exchanging the order of summation and reversing each displacement, and `key` concludes that S vanishes. The momentum theorems do not use this result; it records that backflow leaves the centre of mass in place.

## Antisymmetry and the translation phase

```lean
/-- The backflow determinant is antisymmetric: a permutation of the particles multiplies it
by the sign of the permutation. -/
theorem backflowDet_perm [DecidableEq ι] (η : ℝ → ℝ) (k r : ι → V) (σ : Equiv.Perm ι) :
    backflowDet η k (fun i => r (σ i))
      = ((Equiv.Perm.sign σ : ℤ) : ℂ) * backflowDet η k r := by
  -- relabelling the particles permutes the rows
  have hM : (Matrix.of fun i j => planeWave (k j) (backflow η (fun l => r (σ l)) i) :
        Matrix ι ι ℂ)
      = (Matrix.of fun i j => planeWave (k j) (backflow η r i) :
        Matrix ι ι ℂ).submatrix σ id := by
    ext i j
    simp only [Matrix.of_apply, Matrix.submatrix_apply, id_eq, backflow_perm η r σ i]
  unfold backflowDet
  rw [hM, Matrix.det_permute]
```

The sign of a permutation is a unit of the integers in Mathlib, hence the casts, first to ℤ and then to ℂ. For an exchange of two particles it is −1. The equation `hM` identifies the relabelled matrix with the old one after its rows are permuted, and `Matrix.det_permute` supplies the sign.

```lean
/-- Shifting all particles by `a` multiplies the backflow determinant by `exp(i⟨K, a⟩)`,
where `K` is the sum of the wavevectors. -/
theorem backflowDet_translate [DecidableEq ι] (η : ℝ → ℝ) (k r : ι → V) (a : V) :
    backflowDet η k (fun i => r i + a)
      = planeWave (∑ j, k j) a * backflowDet η k r := by
  -- column `j` acquires the phase of its own plane wave
  have hM : (Matrix.of fun i j => planeWave (k j) (backflow η (fun l => r l + a) i) :
        Matrix ι ι ℂ)
      = Matrix.of fun i j => planeWave (k j) a *
        (Matrix.of fun i j => planeWave (k j) (backflow η r i) : Matrix ι ι ℂ) i j := by
    ext i j
    simp only [Matrix.of_apply, backflow_translate, planeWave_add]
    ring
  -- the phases multiply to that of the total wavevector
  have hP : ∏ j, planeWave (k j) a = planeWave (∑ j, k j) a := by
    simp only [planeWave, sum_inner, Complex.ofReal_sum, Finset.mul_sum, Complex.exp_sum]
  unfold backflowDet
  rw [hM, Matrix.det_mul_row, hP]
```

The central device is `Matrix.det_mul_row`. For a vector v and a matrix A, it says that the matrix with entries v_j A_ij has determinant (Π_j v_j) det A. Despite the word "row" in its name, the factors come out of the columns. To apply it by rewriting, the translated matrix must first be displayed in this form, with a factor that depends on `j` alone. That is the purpose of `hM`, where v_j is `planeWave (k j) a` and A is the original matrix. The lemma then takes all the phases out in one step, and `hP` combines them into the phase of K.

## Total momentum as a derivative

```lean
/-- The derivative of the backflow determinant under a uniform translation along `a` is
`i⟨K, a⟩` times the determinant, where `K` is the sum of the wavevectors. -/
theorem backflowDet_totalMomentum [DecidableEq ι] (η : ℝ → ℝ) (k r : ι → V) (a : V) :
    HasDerivAt (fun t : ℝ => backflowDet η k (fun i => r i + t • a))
      (Complex.I * ((inner ℝ (∑ j, k j) a : ℝ) : ℂ) * backflowDet η k r) 0 := by
  rw [funext fun t : ℝ => backflowDet_translate η k r (t • a)]
  exact (hasDerivAt_planeWave _ a).mul_const _
```

The translation law turns the determinant along the shift into a plane wave in `t • a` times a constant, which is then differentiated. The theorem speaks of the derivative along a common translation, and does not introduce a momentum operator on a Hilbert space. In unbounded space these functions are generalised eigenfunctions, as plane waves are.

```lean
/-- If the backflow determinant is nonzero at `r` and every common shift `a` from there
multiplies it by `exp(i⟨q, a⟩)`, then `q` is the sum of the wavevectors. -/
theorem totalMomentum_unique [DecidableEq ι] (η : ℝ → ℝ) (k r : ι → V) (q : V)
    (hr : backflowDet η k r ≠ 0)
    (hq : ∀ a, backflowDet η k (fun i => r i + a) = planeWave q a * backflowDet η k r) :
    q = ∑ j, k j := by
  refine ext_inner_right ℝ fun a => ?_
  have h2 : HasDerivAt (fun t : ℝ => backflowDet η k (fun i => r i + t • a))
      (Complex.I * ((inner ℝ q a : ℝ) : ℂ) * backflowDet η k r) 0 := by
    rw [funext fun t : ℝ => hq (t • a)]
    exact (hasDerivAt_planeWave q a).mul_const _
  -- both phases give the same derivative along `a`
  have h3 := h2.unique (backflowDet_totalMomentum η k r a)
  exact Complex.ofReal_injective
    (mul_left_cancel₀ Complex.I_ne_zero (mul_right_cancel₀ hr h3))
```

The assumption `hq` concerns all common shifts from one configuration `r`. The proof computes the same derivative with `q` and with K, equates the results, and cancels the determinant and the imaginary unit. `ext_inner_right` reduces equality of vectors to equality of their inner products with every `a`.

The assumption `hr` requires the determinant to be nonzero at this same `r`; being nonzero at some other configuration is not enough. Take two particles on a line with η = 0, k_0 = 0 and k_1 = 1, so that K = 1. The determinant exp(I r_1) − exp(I r_0) is not identically zero, but it vanishes at r_0 = r_1 = 0 and at every common shift of that configuration. There `hq` reads 0 = 0 for every `q`, including q = 5.

## The two-particle factorisation

```lean
/-- For two particles the backflow determinant is a plane wave of wavevector `k 0 + k 1` in the
centre of mass times `2i` times a sine of the relative coordinate, and `η` enters only the sine. -/
theorem backflowDet_two (η : ℝ → ℝ) (k r : Fin 2 → V) :
    backflowDet η k r = planeWave (k 0 + k 1) ((1 / 2 : ℝ) • (r 0 + r 1)) *
      (2 * Complex.I * Complex.sin
        (((1 / 2 + η ‖r 0 - r 1‖) * inner ℝ (k 0 - k 1) (r 0 - r 1) : ℝ) : ℂ)) := by
  -- centre-of-mass and relative parts of the backflow coordinates
  have h0 : backflow η r 0 = (1 / 2 : ℝ) • (r 0 + r 1)
      + (1 / 2 + η ‖r 0 - r 1‖) • (r 0 - r 1) := by
    simp only [backflow, Fin.sum_univ_two, sub_self, smul_zero, zero_add]
    module
  have h1 : backflow η r 1 = (1 / 2 : ℝ) • (r 0 + r 1)
      + (-(1 / 2 + η ‖r 0 - r 1‖)) • (r 0 - r 1) := by
    simp only [backflow, Fin.sum_univ_two, sub_self, smul_zero, add_zero,
      norm_sub_rev (r 1) (r 0)]
    module
  have hK : ∀ x : V, planeWave (k 0 + k 1) x = planeWave (k 0) x * planeWave (k 1) x := by
    intro x
    simp only [planeWave, inner_add_left, Complex.ofReal_add, mul_add, Complex.exp_add]
  -- the relative phases of the two terms are opposite
  have e1 : ∀ (c : ℝ) (s : V), planeWave (k 0) (c • s) * planeWave (k 1) ((-c) • s)
      = Complex.exp (((c * inner ℝ (k 0 - k 1) s : ℝ) : ℂ) * Complex.I) := by
    intro c s
    simp only [planeWave, ← Complex.exp_add, real_inner_smul_right, inner_sub_left]
    congr 1
    push_cast
    ring
  have e2 : ∀ (c : ℝ) (s : V), planeWave (k 1) (c • s) * planeWave (k 0) ((-c) • s)
      = Complex.exp (-((c * inner ℝ (k 0 - k 1) s : ℝ) : ℂ) * Complex.I) := by
    intro c s
    simp only [planeWave, ← Complex.exp_add, real_inner_smul_right, inner_sub_left]
    congr 1
    push_cast
    ring
  have hs : ∀ z : ℂ, 2 * Complex.I * Complex.sin z
      = Complex.exp (z * Complex.I) - Complex.exp (-z * Complex.I) := by
    intro z
    rw [Complex.sin]
    linear_combination
      (Complex.exp (-z * Complex.I) - Complex.exp (z * Complex.I)) * Complex.I_sq
  rw [hs, ← e1, ← e2, hK, backflowDet, Matrix.det_fin_two]
  simp only [Matrix.of_apply, h0, h1, planeWave_add]
  ring

end

end BackflowMomentum
```

The equations `h0` and `h1` are the decompositions x_0 = R + cs and x_1 = R − cs. The equation `hK` splits the centre-of-mass wave into its two factors, while `e1` and `e2` combine the relative phases of the two terms in the determinant. Euler's formula for the sine is `hs`. After `Matrix.det_fin_two` has expanded the determinant, `ring` matches the two sides.

```lean
#print axioms BackflowMomentum.planeWave_add
#print axioms BackflowMomentum.backflowDet_perm
#print axioms BackflowMomentum.totalMomentum_unique
#print axioms BackflowMomentum.backflowDet_two
```

```
'BackflowMomentum.planeWave_add' depends on axioms: [propext, Classical.choice, Quot.sound]
'BackflowMomentum.backflowDet_perm' depends on axioms: [propext, Classical.choice, Quot.sound]
'BackflowMomentum.totalMomentum_unique' depends on axioms: [propext, Classical.choice, Quot.sound]
'BackflowMomentum.backflowDet_two' depends on axioms: [propext, Classical.choice, Quot.sound]
```
